# A Kane band E(1 + αE) = k²/(2m) with E ≥ 0: velocity, curvature and energy bounds

For electrons in a nonparabolic conduction band I use the Kane relation E(1 + αE) = k²/(2m), which gives the energy only implicitly, so I have to decide what "the band" is: a smooth solution, a particular square root, or just any function that satisfies the relation. Usually I differentiate both sides and don't worry, but that assumes that E has a derivative. I also find a factor 1 + 2αE in the velocity and its cube in the curvature, and both get called the effective mass. Are the two consistent? And is the velocity really bounded, although the energy keeps growing with k?

## The relation and a sign condition determine the band

You can take the weakest of your three options: any function E with E(k) ≥ 0 that satisfies the relation at every real k. Smoothness then follows. The two factors are consistent, because they answer different questions about the band, and the velocity is bounded.

Here ħ = 1, k is the wavenumber measured from the band minimum, E is the energy measured from the band edge, m > 0 is the band-edge mass and α > 0 is the nonparabolicity, an inverse energy. In the simplest two-band model α is the inverse of the band gap, so at a given energy a smaller gap makes the band more nonparabolic. Write

γ = k²/(2m), w = 1 + 2αE.

Completing the square gives

w² = 1 + 4αE(1 + αE) = 1 + 4αγ = 1 + 2αk²/m,

or, multiplied by m,

m w² = m + 2αk².

Since E ≥ 0, w is positive and must be the positive root:

E = (√(1 + 2αk²/m) − 1)/(2α).

Conversely, this expression is nonnegative and satisfies the relation, so there is exactly one such band. The sign condition does real work here. The relation alone, with neither a sign condition nor continuity, would also admit a function that jumps between the two roots from one k to the next, and such a function has no derivative at the jumps.

## One power of 1 + 2αE in the velocity, three in the curvature

The explicit root can be differentiated directly. The derivative of √(1 + 2αk²/m) is 2αk/(m w), and division by 2α gives the group velocity

E' = k/(m w) = k/(m(1 + 2αE)).

For the curvature, note that w' = 2αE' = 2αk/(m w). The quotient rule then gives

E'' = (m w − k m w')/(m w)² = (w − k w')/(m w²) = (m w² − 2αk²)/(m² w³).

By the completed square the numerator is m, and so

E'' = 1/(m w³) = 1/(m(1 + 2αE)³).

The ratio of momentum to velocity, for k ≠ 0, is therefore m(1 + 2αE), while the inverse curvature is m(1 + 2αE)³. Both expressions tend to m as k → 0, and they differ at every k ≠ 0. The first relates momentum to velocity; the second relates a small change of momentum to the change of velocity.

## A velocity that saturates and an energy that stays below the parabola

Squaring the velocity and using the completed square again,

E'² = k²/(m² w²) = k²/(m(m + 2αk²)).

This is smaller than 1/(2mα), because 2αk² < m + 2αk². Hence

|E'| < 1/√(2mα).

For k > 0 the same identity can be written as

E' = 1/√(m²/k² + 2mα),

which tends to 1/√(2mα) as k → ∞. No smaller bound would hold for all k.

For the energy, rewrite the relation as E = γ − αE². This gives E ≤ γ at once. Since 0 ≤ E ≤ γ, also E² ≤ γ², and therefore

γ − αγ² ≤ E ≤ γ,

which in terms of k reads

k²/(2m) − αk⁴/(4m²) ≤ E ≤ k²/(2m).

The error of the quartic expression can be controlled too. Using γ − E = αE²,

E − (γ − αγ²) = α(γ² − E²) = α(γ − E)(γ + E) = α²E²(γ + E) ≤ 2α²γ³ = α²k⁶/(4m³).

At k = 0 all these energy bounds are equalities.

## What the Lean statements say about the band

In the Lean file `m` and `α` are real numbers and `E : ℝ → ℝ` is the energy as a function of one real wavenumber. The predicate `IsKaneBand m α E` says that, for every `k`, the energy is nonnegative and obeys the Kane relation. It contains no continuity or differentiability. The function `kaneEnergy` is the explicit square root, and `isKaneBand_iff` states that, for positive `m` and `α`, being a Kane band is the same as being equal to `kaneEnergy m α`. The hypothesis of the other theorems is therefore satisfied by a definite function.

The statement `HasDerivAt E v k` means that `E` is differentiable at `k` with derivative `v`. The second derivative appears as the derivative of the function `deriv E`. The theorem `kane_band` collects the velocity, the curvature, the strict speed bound and the two-sided energy bound. The limit of the velocity is stated separately in `velocity_tendsto`, and the sixth-order error bound is the last part of `energy_bounds`. The name `inverse_effective_mass` refers to the curvature E'', not to the ratio E'/k.

The step to a real semiconductor that these hypotheses leave to you is that its conduction band follows the Kane relation. This is an approximation near the band edge, whereas the predicate demands it at every real k. The limit k → ∞ is thus a property of the model dispersion, and a crystal may leave the range of the model well before its velocity saturates. The single variable k also means a single direction: in an isotropic three-dimensional band, E'' is the inverse mass along k, and the transverse inverse mass is E'/k.

In semiclassical transport simulation, these formulas supply the velocity and the longitudinal inverse mass for a single isotropic Kane band, and the sixth-order bound limits the energy error made by using the quartic expansion in place of that band. It does not control the velocity: for k > 0 the slope of the quartic expression falls to zero at γ = 1/(2α), where the velocity of the Kane band is still positive.

```lean
import Mathlib

open Filter Topology

namespace KaneNonparabolicity

noncomputable section

/-- A Kane band with band-edge mass `m` and nonparabolicity `α` (units with `ħ = 1`): a nonnegative
energy `E k` obeying `E (1 + α E) = k² / (2m)` at every wavenumber. The domain is `m ≠ 0`. -/
def IsKaneBand (m α : ℝ) (E : ℝ → ℝ) : Prop :=
  ∀ k, 0 ≤ E k ∧ E k * (1 + α * E k) = k ^ 2 / (2 * m)

/-- The explicit square-root dispersion `(√(1 + 2αk²/m) - 1) / (2α)`, for `m, α > 0`. -/
def kaneEnergy (m α k : ℝ) : ℝ :=
  (√(1 + 2 * α * k ^ 2 / m) - 1) / (2 * α)

variable {m α : ℝ} {E : ℝ → ℝ}

/-- Completing the square in the Kane relation, for `m > 0`: `m (1 + 2αE)² = m + 2αk²`. -/
theorem mass_factor_sq (hm : 0 < m) (h : IsKaneBand m α E) (k : ℝ) :
    m * (1 + 2 * α * E k) ^ 2 = m + 2 * α * k ^ 2 := by
  have hk : m * (k ^ 2 / (2 * m)) = k ^ 2 / 2 := by field_simp
  linear_combination 4 * α * m * (h k).2 + 4 * α * hk

/-- For a Kane band `E` with `m, α > 0`, the square root in the explicit dispersion equals
`1 + 2αE`. -/
theorem sqrt_eq_mass_factor (hα : 0 < α) (h : IsKaneBand m α E) (k : ℝ) :
    √(1 + 2 * α * k ^ 2 / m) = 1 + 2 * α * E k := by
  have h0 := (h k).1
  have hsq : 1 + 2 * α * k ^ 2 / m = (1 + 2 * α * E k) ^ 2 := by
    linear_combination (-4 * α) * (h k).2
  rw [hsq, Real.sqrt_sq (by positivity)]

/-- For `m, α > 0` the explicit square-root dispersion is a Kane band, and it is the only one. -/
theorem isKaneBand_iff (hm : 0 < m) (hα : 0 < α) :
    IsKaneBand m α E ↔ E = kaneEnergy m α := by
  constructor
  · intro h
    funext k
    unfold kaneEnergy
    rw [sqrt_eq_mass_factor hα h k, eq_div_iff (by positivity)]
    ring
  · rintro rfl k
    have hnn : 0 ≤ 2 * α * k ^ 2 / m := by positivity
    have hs : √(1 + 2 * α * k ^ 2 / m) ^ 2 = 1 + 2 * α * k ^ 2 / m :=
      Real.sq_sqrt (by linarith)
    have h1 : 1 ≤ √(1 + 2 * α * k ^ 2 / m) :=
      (Real.le_sqrt' one_pos).mpr (by linarith)
    have key : ∀ s : ℝ, 2 * α * ((s - 1) / (2 * α)) = s - 1 := fun s => by field_simp
    have hE : 2 * α * kaneEnergy m α k = √(1 + 2 * α * k ^ 2 / m) - 1 := key _
    refine ⟨div_nonneg (by linarith) (by positivity), ?_⟩
    have h4 : 4 * α ≠ 0 := by positivity
    apply mul_left_cancel₀ h4
    linear_combination hs +
      (2 * α * kaneEnergy m α k + √(1 + 2 * α * k ^ 2 / m) + 1) * hE

/-- Group velocity of a Kane band with `m, α > 0`: `E' = k / (m (1 + 2αE))`. -/
theorem group_velocity (hm : 0 < m) (hα : 0 < α) (h : IsKaneBand m α E) (k : ℝ) :
    HasDerivAt E (k / (m * (1 + 2 * α * E k))) k := by
  have h0 := (h k).1
  have h2 : HasDerivAt (fun q : ℝ => q ^ 2) (2 * k) k := by
    simpa using hasDerivAt_pow 2 k
  have hg : HasDerivAt (fun q : ℝ => 1 + 2 * α * q ^ 2 / m) (2 * α * (2 * k) / m) k :=
    ((h2.const_mul (2 * α)).div_const m).const_add 1
  have hpos : 1 + 2 * α * k ^ 2 / m ≠ 0 := by positivity
  have hs := ((hg.sqrt hpos).sub_const 1).div_const (2 * α)
  -- transfer the derivative from the explicit root to the given band
  have hfun := (isKaneBand_iff hm hα).mp h
  have hE : HasDerivAt E
      (2 * α * (2 * k) / m / (2 * √(1 + 2 * α * k ^ 2 / m)) / (2 * α)) k := by
    rw [hfun]
    exact hs
  refine hE.congr_deriv ?_
  rw [sqrt_eq_mass_factor hα h k, div_div, div_div,
    div_eq_div_iff (by positivity) (by positivity)]
  ring

/-- Inverse effective mass (band curvature) of a Kane band with `m, α > 0`:
`E'' = 1 / (m (1 + 2αE)³)`. -/
theorem inverse_effective_mass (hm : 0 < m) (hα : 0 < α) (h : IsKaneBand m α E) (k : ℝ) :
    HasDerivAt (deriv E) (1 / (m * (1 + 2 * α * E k) ^ 3)) k := by
  have h0 := (h k).1
  have hd : deriv E = fun q => q / (m * (1 + 2 * α * E q)) :=
    funext fun q => (group_velocity hm hα h q).deriv
  have hne : m * (1 + 2 * α * E k) ≠ 0 := by positivity
  have hden := (((group_velocity hm hα h k).const_mul (2 * α)).const_add 1).const_mul m
  rw [hd]
  refine ((hasDerivAt_id' k).fun_div hden hne).congr_deriv ?_
  have hw := mass_factor_sq hm h k
  have hu : k / (m * (1 + 2 * α * E k)) * (m * (1 + 2 * α * E k)) = k := by
    field_simp
  rw [div_eq_div_iff (by positivity) (by positivity)]
  -- treat the velocity as an unknown `u` with `u m (1 + 2αE) = k`
  generalize k / (m * (1 + 2 * α * E k)) = u at hu ⊢
  linear_combination m * (1 + 2 * α * E k) ^ 2 * hw
    - 2 * α * k * m * (1 + 2 * α * E k) ^ 2 * hu

/-- For `m, α > 0` the speed in a Kane band stays strictly below `1 / √(2mα)`. -/
theorem speed_lt (hm : 0 < m) (hα : 0 < α) (h : IsKaneBand m α E) (k : ℝ) :
    |deriv E k| < 1 / √(2 * m * α) := by
  have h0 := (h k).1
  have hsq : (m * (1 + 2 * α * E k)) ^ 2 = m * (m + 2 * α * k ^ 2) := by
    rw [← mass_factor_sq hm h k]
    ring
  rw [(group_velocity hm hα h k).deriv, one_div, ← Real.sqrt_inv]
  apply (Real.lt_sqrt (abs_nonneg _)).mpr
  rw [sq_abs, div_pow, ← one_div, lt_div_iff₀ (by positivity), div_mul_eq_mul_div,
    div_lt_one (by positivity), hsq]
  nlinarith [mul_pos hm hm]

/-- For `m, α > 0` the group velocity of a Kane band tends to `1 / √(2mα)` as `k → ∞`. -/
theorem velocity_tendsto (hm : 0 < m) (hα : 0 < α) (h : IsKaneBand m α E) :
    Tendsto (deriv E) atTop (𝓝 (1 / √(2 * m * α))) := by
  have h1 : Tendsto (fun k : ℝ => m ^ 2 * (k⁻¹) ^ 2 + 2 * m * α) atTop
      (𝓝 (2 * m * α)) := by
    have h2 := ((tendsto_inv_atTop_zero (𝕜 := ℝ)).pow 2).const_mul (m ^ 2)
    have h3 := h2.add_const (2 * m * α)
    rw [show m ^ 2 * (0 : ℝ) ^ 2 + 2 * m * α = 2 * m * α by ring] at h3
    exact h3
  have hne : √(2 * m * α) ≠ 0 := (Real.sqrt_pos.mpr (by positivity)).ne'
  have h4 := h1.sqrt.inv₀ hne
  rw [one_div]
  refine h4.congr' ?_
  filter_upwards [eventually_gt_atTop (0 : ℝ)] with k hk
  have h0 := (h k).1
  -- for `k > 0` the velocity is `1 / √(m²/k² + 2mα)`
  have hsq : m ^ 2 * (k⁻¹) ^ 2 + 2 * m * α = (m * (1 + 2 * α * E k) / k) ^ 2 := by
    have hi : k⁻¹ * k = 1 := inv_mul_cancel₀ hk.ne'
    rw [div_pow, eq_div_iff (by positivity)]
    linear_combination m ^ 2 * (k⁻¹ * k + 1) * hi - m * mass_factor_sq hm h k
  rw [(group_velocity hm hα h k).deriv, hsq, Real.sqrt_sq (by positivity), inv_div]

/-- For `m, α > 0` the energy of a Kane band lies between the quartic expansion
`k²/(2m) - αk⁴/(4m²)` and the parabola `k²/(2m)`, and exceeds the quartic expansion by at most
`α²k⁶/(4m³)`. -/
theorem energy_bounds (hm : 0 < m) (hα : 0 < α) (h : IsKaneBand m α E) (k : ℝ) :
    k ^ 2 / (2 * m) - α * k ^ 4 / (4 * m ^ 2) ≤ E k ∧ E k ≤ k ^ 2 / (2 * m) ∧
      E k ≤ k ^ 2 / (2 * m) - α * k ^ 4 / (4 * m ^ 2) + α ^ 2 * k ^ 6 / (4 * m ^ 3) := by
  obtain ⟨h0, hE⟩ := h k
  have hg : 0 ≤ k ^ 2 / (2 * m) := by positivity
  rw [show α * k ^ 4 / (4 * m ^ 2) = α * (k ^ 2 / (2 * m)) ^ 2 by ring,
    show α ^ 2 * k ^ 6 / (4 * m ^ 3) = α ^ 2 * (2 * (k ^ 2 / (2 * m)) ^ 3) by ring]
  generalize k ^ 2 / (2 * m) = g at hE hg ⊢
  generalize E k = e at h0 hE ⊢
  have hle : e ≤ g := by nlinarith [mul_nonneg hα.le (sq_nonneg e)]
  have hsq : e ^ 2 ≤ g ^ 2 := pow_le_pow_left₀ h0 hle 2
  have hasq : α * e ^ 2 ≤ α * g ^ 2 := mul_le_mul_of_nonneg_left hsq hα.le
  -- the error of the quartic expansion is `α (g² - e²) = α² e² (g + e)`
  have hid : α * g ^ 2 - α * e ^ 2 = α ^ 2 * (e ^ 2 * (g + e)) := by
    linear_combination (-α * (g + e)) * hE
  have hcub : e ^ 2 * (g + e) ≤ g ^ 2 * (2 * g) :=
    mul_le_mul hsq (by linarith) (by linarith) (sq_nonneg g)
  have hrem := mul_le_mul_of_nonneg_left hcub (sq_nonneg α)
  refine ⟨by linarith, hle, by linarith⟩

/-- Kane band with `m, α > 0`: its group velocity, its inverse effective mass, the strict speed
limit `1 / √(2mα)`, and the quartic and parabolic bounds on the energy. -/
theorem kane_band (hm : 0 < m) (hα : 0 < α) (h : IsKaneBand m α E) (k : ℝ) :
    HasDerivAt E (k / (m * (1 + 2 * α * E k))) k ∧
    HasDerivAt (deriv E) (1 / (m * (1 + 2 * α * E k) ^ 3)) k ∧
    |deriv E k| < 1 / √(2 * m * α) ∧
    k ^ 2 / (2 * m) - α * k ^ 4 / (4 * m ^ 2) ≤ E k ∧ E k ≤ k ^ 2 / (2 * m) :=
  ⟨group_velocity hm hα h k, inverse_effective_mass hm hα h k, speed_lt hm hα h k,
    (energy_bounds hm hα h k).1, (energy_bounds hm hα h k).2.1⟩

end

end KaneNonparabolicity
```

```lean
#print axioms KaneNonparabolicity.velocity_tendsto
#print axioms KaneNonparabolicity.kane_band
```

```
'KaneNonparabolicity.velocity_tendsto' depends on axioms: [propext, Classical.choice, Quot.sound]
'KaneNonparabolicity.kane_band' depends on axioms: [propext, Classical.choice, Quot.sound]
```

## From the completed square to the bounds in Lean

`mass_factor_sq` is the identity m w² = m + 2αk². The tactic `linear_combination` multiplies the Kane relation by 4αm and checks that the remaining algebra closes. The lemma `sqrt_eq_mass_factor` takes the root: the expression under the square root is rewritten as w², and `Real.sqrt_sq` returns w because w is nonnegative. This is where the condition E ≥ 0 selects the branch.

In `isKaneBand_iff`, the forward direction inserts that root into the explicit formula at each k. The reverse direction shows that the square root is at least 1, which makes the energy nonnegative, and then verifies the relation from the square of the root.

`group_velocity` first differentiates k², then the expression under the root, then the root itself. The rule for the square root requires a nonzero argument, and `hpos` provides it. The equivalence theorem transfers the result from the explicit formula to the given `E`, and `sqrt_eq_mass_factor` turns the square root in the denominator back into 1 + 2αE. Differentiability is obtained here, before any derivative of the given band is used.

For `inverse_effective_mass`, the equality `hd` replaces `deriv E` by the velocity formula at all wavenumbers, which is needed before that function can be differentiated. The term `hden` is the derivative of the denominator m w, and `fun_div` is the quotient rule. The proof then calls the velocity `u` and keeps only the fact that u m w = k. With this and `mass_factor_sq`, the final `linear_combination` performs the cancellation that left m in the numerator above.

`speed_lt` writes the bound as a square root and uses `Real.lt_sqrt` to pass to the squared velocity. After the denominators are cleared, the two sides differ by m², and the positivity of m² is the fact handed to `nlinarith`.

In `velocity_tendsto`, the expression m²/k² + 2mα is shown to tend to 2mα, and the limit is carried through the square root and the inverse. The two functions need to agree only for large k, so the proof identifies the result with the velocity for k > 0.

Finally, `energy_bounds` replaces k²/(2m) by `g` and `E k` by `e`, which are γ and E in the derivation above. The inequality `hle` is E ≤ γ, `hasq` gives the quartic lower bound, and `hid` is the identity α(γ² − E²) = α²E²(γ + E). The inequality `hcub` bounds E²(γ + E) by 2γ³, which yields the error term. `kane_band` then assembles its five conclusions from the earlier theorems.
